# At unchanged, distinct energies, a Hermitian matrix allows core admixture in at most as many valence orbitals as there are core orbitals

The 3s, 4s and 5s orbitals of a sodium atom, computed in one fixed effective potential, all oscillate near the nucleus because they are orthogonal to 1s and 2s. I can smooth each of them by adding some 1s and 2s. I would then like a single Hermitian Hamiltonian, the same for every state, that has the smoothed orbitals as ordinary eigenvectors at the original energies. For 3s alone I can construct one. As soon as I pick admixtures for all three states, I get stuck, even if I allow any nonlocal potential. Am I missing a better operator, or is there a limit?

## Two core orbitals allow two modified states

There is a limit, and no choice of nonlocal potential avoids it. With two core orbitals, at most two of your three valence orbitals can receive any core admixture. Those two admixtures must also be orthogonal to each other as coefficient vectors.

Let H be the Hermitian Hamiltonian matrix, with eigenvectors ψ_i at distinct real energies e_i. Let the m core orbitals be the columns of a matrix C. They are orthonormal, and the valence states are orthogonal to them:

CᴴC = 1,  Cᴴψ_i = 0.

The smoothed orbital, called a pseudo-orbital here, is

φ_i = ψ_i + C a_i,

where a_i is a vector of m coefficients. Suppose a Hermitian K satisfies K φ_i = e_i φ_i for all i.

Eigenvectors of a Hermitian matrix at different energies are orthogonal. If Hv = e v and Hw = f w, then ⟨Hv, w⟩ = ⟨v, Hw⟩ gives

(e − f) ⟨v, w⟩ = 0,

so ⟨v, w⟩ = 0 when e ≠ f. For i ≠ j this applies twice: to H, which gives ⟨ψ_i, ψ_j⟩ = 0, and to K, which gives ⟨φ_i, φ_j⟩ = 0.

Now expand the second overlap:

⟨φ_i, φ_j⟩ = ⟨ψ_i, ψ_j⟩ + ⟨ψ_i, C a_j⟩ + ⟨C a_i, ψ_j⟩ + ⟨C a_i, C a_j⟩.

The two middle terms equal ⟨Cᴴψ_i, a_j⟩ and ⟨a_i, Cᴴψ_j⟩, and both vanish. The last term is ⟨a_i, CᴴC a_j⟩ = ⟨a_i, a_j⟩. Hence

⟨φ_i, φ_j⟩ = ⟨ψ_i, ψ_j⟩ + ⟨a_i, a_j⟩,

and for i ≠ j this leaves ⟨a_i, a_j⟩ = 0.

Nonzero orthogonal vectors are linearly independent: if Σ_i g_i a_i = 0 over the nonzero a_i, the inner product with a_j gives g_j ⟨a_j, a_j⟩ = 0, so g_j = 0. A space of dimension m holds at most m such vectors, which is the limit.

Orthogonality of the a_i is also sufficient. The overlap formula then makes the φ_i orthogonal. None of them is zero, because Cᴴφ_i = a_i: if φ_i were zero, a_i would be zero, and then so would ψ_i. The matrix

K = Σ_i e_i φ_i φ_iᴴ / ⟨φ_i, φ_i⟩

is Hermitian, since the e_i are real, and only the term i = j survives in K φ_j, which gives e_j φ_j. This is why 3s alone gave you no trouble: a single state has no other state to be orthogonal to.

## One core orbital and two valence states in numbers

Take H = diag(1, 2, 3), with the third basis vector as the only core orbital. Its energy, 3, lies above the valence energies, unlike that of a core level in an atom; the argument never uses this energy. The valence states, counted from zero, are ψ_0 = (1, 0, 0) at energy 1 and ψ_1 = (0, 1, 0) at energy 2.

With a_0 = 1 and a_1 = 0 the pseudo-orbitals are (1, 0, 1) and (0, 1, 0). Normalised, the first is (1, 0, 1)/√2, so half of its weight lies in the core. The sum above gives a matrix with rows

(1/2, 0, 1/2), (0, 2, 0), (1/2, 0, 1/2).

It has energy 0 on the remaining direction (1, 0, −1)/√2. Adding 3 times the projector on that direction gives another valid K, with rows

(2, 0, −1), (0, 2, 0), (−1, 0, 2).

Indeed, K(1, 0, 1) = (1, 0, 1) and K(0, 1, 0) = (0, 2, 0).

With a_0 = a_1 = 1 the pseudo-orbitals are (1, 0, 1) and (0, 1, 1). Their overlap is 1, or 1/2 after normalisation. A Hermitian K with energies 1 and 2 would need this overlap to vanish, so there is none.

## The limit as a statement about complex matrices

In the Lean code below, `n` indexes the basis functions, `m` the core orbitals and `ι` the chosen valence states. All three are finite types, so the number called m above is `Fintype.card m`. The inner product ⟨v, w⟩ is `star v ⬝ᵥ w`, conjugate-linear in the first argument, and `*ᵥ` applies a matrix to a vector.

`IsEigenpair M e v` says that v is nonzero and M v = e v with e real; here `e` is an energy, not the elementary charge. No vector has to be normalised. `pseudo C ψ a` is ψ + C a, and nothing in the definition requires it to be smooth.

`CoreFreeStates H C e ψ` collects the assumptions on the original problem: H is Hermitian, the energies are distinct, each ψ_i is an eigenvector, and each is orthogonal to the columns of C. "Core-free" means only this orthogonality; the columns of C need not be eigenvectors of H. Distinct energies stand for states without degeneracy, such as the bound states of one radial channel. The separate hypothesis `Cᴴ * C = 1` stands for orthonormal core orbitals.

There are two main theorems:

- `hermitian_iff_orthogonal` says that a Hermitian K with all pseudo-orbitals as eigenvectors at the energies e_i exists exactly when the a_i are pairwise orthogonal.
- `card_nonzero_le` says that, for any such K, the number of indices with a_i ≠ 0 is at most the number of columns of C.

K may be any Hermitian matrix, local or not. Its spectrum outside the span of the pseudo-orbitals is left free, so unwanted extra states at low energy are possible.

The step from this model to your atom is the replacement of the one-electron Hamiltonian in continuous space by a finite matrix in an orthonormal basis.

```lean
import Mathlib

open Matrix
open scoped ComplexOrder

namespace HermitianPseudoOrbitals

noncomputable section

variable {n m ι : Type*} [Fintype n] [Fintype m] [Fintype ι]

/-- The nonzero vector `v` is an eigenvector of `M` at the real energy `e`. -/
def IsEigenpair (M : Matrix n n ℂ) (e : ℝ) (v : n → ℂ) : Prop :=
  v ≠ 0 ∧ M *ᵥ v = (e : ℂ) • v

/-- The pseudo-orbital `ψ + C a`: the orbital `ψ` plus a combination of the columns of `C`. -/
def pseudo (C : Matrix n m ℂ) (ψ : n → ℂ) (a : m → ℂ) : n → ℂ := ψ + C *ᵥ a

/-- The `ψ i` are eigenvectors of the Hermitian matrix `H` at distinct energies `e i`, and all
are orthogonal to the columns of `C`. -/
structure CoreFreeStates (H : Matrix n n ℂ) (C : Matrix n m ℂ) (e : ι → ℝ)
    (ψ : ι → n → ℂ) : Prop where
  hermitian : H.IsHermitian
  distinct : Function.Injective e
  eigen : ∀ i, IsEigenpair H (e i) (ψ i)
  coreFree : ∀ i, Cᴴ *ᵥ ψ i = 0

/-- The matrix `∑ i, e i |φ i⟩⟨φ i| / ⟨φ i, φ i⟩`, for nonzero vectors `φ i`. -/
def spectralSum (e : ι → ℝ) (φ : ι → n → ℂ) : Matrix n n ℂ :=
  ∑ i, (star (φ i) ⬝ᵥ φ i)⁻¹ • vecMulVec ((e i : ℂ) • φ i) (star (φ i))

/-- Eigenvectors of a Hermitian matrix at different energies are orthogonal. -/
theorem eigen_orthogonal {H : Matrix n n ℂ} (hH : H.IsHermitian) {e f : ℝ} {v w : n → ℂ}
    (hv : IsEigenpair H e v) (hw : IsEigenpair H f w) (hef : e ≠ f) :
    star v ⬝ᵥ w = 0 := by
  -- move H from one side of the inner product to the other
  have h1 : star (H *ᵥ v) ⬝ᵥ w = star v ⬝ᵥ (H *ᵥ w) := by
    rw [star_mulVec, hH.eq, ← dotProduct_mulVec]
  have he : star (e : ℂ) = e := Complex.conj_ofReal e
  rw [hv.2, hw.2, star_smul, smul_dotProduct, dotProduct_smul, he, smul_eq_mul,
    smul_eq_mul] at h1
  have h2 : ((e : ℂ) - f) * (star v ⬝ᵥ w) = 0 := by linear_combination h1
  exact (mul_eq_zero.1 h2).resolve_left (sub_ne_zero.2 (by exact_mod_cast hef))

/-- If the columns of `C` are orthonormal and orthogonal to `ψ` and `χ`, the overlap of two
pseudo-orbitals is the overlap of `ψ` and `χ` plus that of the coefficient vectors. -/
theorem pseudo_overlap [DecidableEq m] {C : Matrix n m ℂ} (hC : Cᴴ * C = 1) {ψ χ : n → ℂ}
    (hψ : Cᴴ *ᵥ ψ = 0) (hχ : Cᴴ *ᵥ χ = 0) (a b : m → ℂ) :
    star (pseudo C ψ a) ⬝ᵥ pseudo C χ b = star ψ ⬝ᵥ χ + star a ⬝ᵥ b := by
  -- the cross terms vanish
  have h1 : star ψ ⬝ᵥ (C *ᵥ b) = 0 := by
    have h : star (Cᴴ *ᵥ ψ) = star ψ ᵥ* C := by
      rw [star_mulVec, conjTranspose_conjTranspose]
    rw [dotProduct_mulVec, ← h, hψ, star_zero, zero_dotProduct]
  have h2 : star (C *ᵥ a) ⬝ᵥ (χ + C *ᵥ b) = star a ⬝ᵥ b := by
    rw [star_mulVec, ← dotProduct_mulVec, mulVec_add, hχ, mulVec_mulVec, hC, one_mulVec,
      zero_add]
  unfold pseudo
  rw [star_add, add_dotProduct, h2, dotProduct_add, h1, add_zero]

/-- For nonzero, pairwise orthogonal `φ i`, the spectral sum is Hermitian and has each `φ i` as
eigenvector at the energy `e i`. -/
theorem spectralSum_eigen (e : ι → ℝ) {φ : ι → n → ℂ} (h0 : ∀ i, φ i ≠ 0)
    (ho : ∀ i j, i ≠ j → star (φ i) ⬝ᵥ φ j = 0) :
    (spectralSum e φ).IsHermitian ∧ ∀ j, IsEigenpair (spectralSum e φ) (e j) (φ j) := by
  refine ⟨IsHermitian.ext fun j k => ?_, fun j => ⟨h0 j, ?_⟩⟩
  · have hd : ∀ v : n → ℂ, star (star v ⬝ᵥ v) = star v ⬝ᵥ v := by
      intro v
      simp only [dotProduct, star_sum, star_mul', Pi.star_apply, star_star]
      exact Finset.sum_congr rfl fun _ _ => mul_comm _ _
    have he : ∀ r : ℝ, star (r : ℂ) = r := Complex.conj_ofReal
    simp only [spectralSum, Matrix.sum_apply, Matrix.smul_apply, vecMulVec_apply,
      Pi.smul_apply, Pi.star_apply, smul_eq_mul, star_sum]
    refine Finset.sum_congr rfl fun i _ => ?_
    simp only [star_mul', star_star, star_inv₀, hd, he]
    ring
  · have hv : ∀ u w : n → ℂ, vecMulVec u w *ᵥ φ j = (w ⬝ᵥ φ j) • u := by
      intro u w
      ext k
      simp only [mulVec, dotProduct, vecMulVec_apply, Pi.smul_apply, smul_eq_mul,
        Finset.sum_mul]
      exact Finset.sum_congr rfl fun _ _ => by ring
    -- only the projector on φ j contributes
    rw [spectralSum, sum_mulVec, Finset.sum_eq_single j]
    · rw [smul_mulVec, hv, smul_smul,
        inv_mul_cancel₀ (mt dotProduct_star_self_eq_zero.1 (h0 j)), one_smul]
    · intro i _ hij
      rw [smul_mulVec, hv, ho i j hij, zero_smul, smul_zero]
    · exact fun h => absurd (Finset.mem_univ j) h

variable [DecidableEq m] {H : Matrix n n ℂ} {C : Matrix n m ℂ} {e : ι → ℝ} {ψ : ι → n → ℂ}

/-- Let the `ψ i` be eigenvectors of a Hermitian matrix at distinct energies `e i`, and let the
columns of `C` be orthonormal and orthogonal to every `ψ i`. One Hermitian matrix has all
pseudo-orbitals `ψ i + C a i` as eigenvectors at the energies `e i` exactly when the `a i` are
pairwise orthogonal. -/
theorem hermitian_iff_orthogonal (h : CoreFreeStates H C e ψ) (hC : Cᴴ * C = 1)
    (a : ι → m → ℂ) :
    (∃ K : Matrix n n ℂ, K.IsHermitian ∧ ∀ i, IsEigenpair K (e i) (pseudo C (ψ i) (a i))) ↔
      ∀ i j, i ≠ j → star (a i) ⬝ᵥ a j = 0 := by
  have hψ : ∀ i j, i ≠ j → star (ψ i) ⬝ᵥ ψ j = 0 := fun i j hij =>
    eigen_orthogonal h.hermitian (h.eigen i) (h.eigen j) (h.distinct.ne hij)
  constructor
  · rintro ⟨K, hK, hE⟩ i j hij
    have ho := eigen_orthogonal hK (hE i) (hE j) (h.distinct.ne hij)
    rwa [pseudo_overlap hC (h.coreFree i) (h.coreFree j), hψ i j hij, zero_add] at ho
  · intro ha
    -- K is the spectral sum over the pseudo-orbitals
    refine ⟨_, spectralSum_eigen e (φ := fun i => pseudo C (ψ i) (a i))
      (fun i hi => ?_) (fun i j hij => ?_)⟩
    · change pseudo C (ψ i) (a i) = 0 at hi
      have h1 : Cᴴ *ᵥ pseudo C (ψ i) (a i) = a i := by
        rw [pseudo, mulVec_add, h.coreFree i, mulVec_mulVec, hC, one_mulVec, zero_add]
      rw [hi, mulVec_zero] at h1
      rw [pseudo, ← h1, mulVec_zero, add_zero] at hi
      exact (h.eigen i).1 hi
    · rw [pseudo_overlap hC (h.coreFree i) (h.coreFree j), hψ i j hij, ha i j hij, zero_add]

/-- Let the `ψ i` be eigenvectors of a Hermitian matrix at distinct energies `e i`, and let the
columns of `C` be orthonormal and orthogonal to every `ψ i`. If one Hermitian `K` has all
pseudo-orbitals `ψ i + C a i` as eigenvectors at the energies `e i`, then the number of nonzero
`a i` is at most the number of columns of `C`. -/
theorem card_nonzero_le (h : CoreFreeStates H C e ψ) (hC : Cᴴ * C = 1)
    {K : Matrix n n ℂ} {a : ι → m → ℂ} (hK : K.IsHermitian)
    (hE : ∀ i, IsEigenpair K (e i) (pseudo C (ψ i) (a i))) :
    Nat.card {i // a i ≠ 0} ≤ Fintype.card m := by
  classical
  have ho := (hermitian_iff_orthogonal h hC a).1 ⟨K, hK, hE⟩
  -- nonzero orthogonal vectors are linearly independent
  have hli : LinearIndependent ℂ (fun i : {i // a i ≠ 0} => a i.1) := by
    rw [Fintype.linearIndependent_iff]
    intro g hg j
    have h1 : star (a j.1) ⬝ᵥ (∑ i : {i // a i ≠ 0}, g i • a i.1) = 0 := by
      rw [hg, dotProduct_zero]
    rw [dotProduct_sum, Finset.sum_eq_single j, dotProduct_smul, smul_eq_mul] at h1
    · exact (mul_eq_zero.1 h1).resolve_right (mt dotProduct_star_self_eq_zero.1 j.2)
    · intro i _ hij
      rw [dotProduct_smul, ho j.1 i.1 (fun hc => hij (Subtype.ext hc.symm)), smul_zero]
    · intro hj
      exact absurd (Finset.mem_univ j) hj
  rw [Nat.card_eq_fintype_card]
  simpa using hli.fintype_card_le_finrank

/-- An explicit three-dimensional instance with two states, one column in `C`, and one
nonzero coefficient vector. -/
theorem pseudo_witness :
    CoreFreeStates (!![1, 0, 0; 0, 2, 0; 0, 0, 3] : Matrix (Fin 3) (Fin 3) ℂ)
      (!![0; 0; 1] : Matrix (Fin 3) (Fin 1) ℂ) ![1, 2] ![![1, 0, 0], ![0, 1, 0]] ∧
    (!![0; 0; 1] : Matrix (Fin 3) (Fin 1) ℂ)ᴴ * (!![0; 0; 1] : Matrix (Fin 3) (Fin 1) ℂ) = 1 ∧
    (!![2, 0, -1; 0, 2, 0; -1, 0, 2] : Matrix (Fin 3) (Fin 3) ℂ).IsHermitian ∧
    IsEigenpair !![2, 0, -1; 0, 2, 0; -1, 0, 2] 1 (pseudo !![0; 0; 1] ![1, 0, 0] ![1]) ∧
    IsEigenpair !![2, 0, -1; 0, 2, 0; -1, 0, 2] 2 (pseudo !![0; 0; 1] ![0, 1, 0] ![0]) := by
  refine ⟨⟨IsHermitian.ext fun i j => ?_, fun i j hij => ?_, Fin.forall_fin_two.2
    ⟨⟨fun h0 => by simpa using congrFun h0 0, ?_⟩,
      ⟨fun h0 => by simpa using congrFun h0 1, ?_⟩⟩, fun i => ?_⟩,
    ?_, IsHermitian.ext fun i j => ?_,
    ⟨fun h0 => by simpa [pseudo, mulVec, dotProduct] using congrFun h0 0, ?_⟩,
    ⟨fun h0 => by simpa [pseudo, mulVec, dotProduct] using congrFun h0 1, ?_⟩⟩
  · fin_cases i <;> fin_cases j <;> simp
  · fin_cases i <;> fin_cases j <;> simp_all
  · ext k
    fin_cases k <;> simp [mulVec, dotProduct, Fin.sum_univ_succ]
  · ext k
    fin_cases k <;> simp [mulVec, dotProduct, Fin.sum_univ_succ]
  · ext k
    fin_cases i <;> fin_cases k <;> simp [mulVec, dotProduct, Fin.sum_univ_succ]
  · ext i j
    fin_cases i
    fin_cases j
    simp [Matrix.mul_apply, Fin.sum_univ_succ]
  · fin_cases i <;> fin_cases j <;> simp
  · ext k
    fin_cases k <;> norm_num [pseudo, mulVec, dotProduct, Fin.sum_univ_succ] <;>
      simp [vecHead, vecTail]
  · ext k
    fin_cases k <;> norm_num [pseudo, mulVec, dotProduct, Fin.sum_univ_succ]

end

end HermitianPseudoOrbitals
```

```lean
#print axioms HermitianPseudoOrbitals.hermitian_iff_orthogonal
-- 'HermitianPseudoOrbitals.hermitian_iff_orthogonal' depends on axioms: [propext, Classical.choice, Quot.sound]
#print axioms HermitianPseudoOrbitals.card_nonzero_le
-- 'HermitianPseudoOrbitals.card_nonzero_le' depends on axioms: [propext, Classical.choice, Quot.sound]
```

## From the overlap formula to the count

`eigen_orthogonal` is the first step of the derivation. Its `h1` moves H across the inner product, `h2` is the factorised equation (e − f)⟨v, w⟩ = 0, and the last line uses e ≠ f to discard the first factor.

`pseudo_overlap` is the expansion of the overlap. There `h1` removes the term ⟨ψ, C b⟩, while `h2` treats the remaining two terms together: it moves C to the other side as Cᴴ, where Cᴴχ = 0 and CᴴC = 1 leave ⟨a, b⟩.

`spectralSum_eigen` handles the explicit K for any nonzero, pairwise orthogonal vectors. Hermiticity is checked entry by entry, using that the energies and the squared norms are real. For the eigenvalue equation, `Finset.sum_eq_single j` keeps only the projector on φ_j; the other terms vanish by orthogonality, and the squared norm cancels against its inverse.

`hermitian_iff_orthogonal` combines these lemmas. In the forward direction it applies `eigen_orthogonal` to K and to H, and the overlap formula leaves ⟨a_i, a_j⟩ = 0. In the other direction it supplies the spectral sum over the pseudo-orbitals; the `h1` there is the identity Cᴴφ_i = a_i, which shows that no pseudo-orbital is zero.

`card_nonzero_le` takes the orthogonality from the forward direction. It proves linear independence by pairing a vanishing combination with a_j, as in the derivation, and then compares the number of independent vectors with the dimension of the coefficient space.

`pseudo_witness` checks the numerical example, with the second of the two matrices K, component by component. It meets every hypothesis and reaches the limit for m = 1. For larger m, a short argument from the equivalence, which I give here without a Lean proof, reaches the limit too: if there are at least m states, give m of them the m different unit vectors as a_i and the others zero.

## What this means for your three s states

If you change the orbitals only by adding 1s and 2s, you can modify two of the three, with orthogonal coefficient vectors, and must leave the third as it is. Bound s states have nearly the same shape close to the nucleus, up to a scale factor, so smoothing them all in the same way tends to give nearly parallel a_i, whereas K needs orthogonal ones.

For electronic-structure methods, the result limits pseudo-Hamiltonians in a finite, non-interacting model where the pseudo-orbitals differ from the original orbitals only by core orbitals and solve an ordinary Hermitian eigenvalue problem at the original energies. Norm-conserving pseudopotentials also lead to an ordinary Hermitian problem, but their pseudo-orbitals are not restricted to this form, so the count does not carry over to them. Ultrasoft and projector augmented-wave methods solve a generalised problem with an overlap matrix S; their pseudo-orbitals are orthogonal with respect to S, so the argument above does not restrict them in this way.
